# A repulsive rank-one term can raise n levels to any energies that strictly interlace the bare ones

A repulsive separable term $vv^T$ raises the levels of a Hamiltonian or leaves them unchanged, and the inverse problem asks for the vector $v$ that puts them at prescribed energies. As in pseudopotential work, this vector is called the projector; it need not be normalised, so $vv^T$ need not be idempotent. Here the Hamiltonian is a real $n\times n$ matrix in the orthonormal eigenbasis of its bare part, and "the levels are $e_i$" means that its characteristic polynomial is $\prod_i(X-e_i)$. This choice fixes the whole spectrum with multiplicity, so no extra level can go unnoticed.

## Projector components from two lists of levels

Let $l_i$ be the bare levels and $e_i$ the targets, with $i=0,\dots,n-1$ as in Lean's `Fin n` (the comments in the file count from 1). The letter $l$ is an energy here, not an angular momentum. Assume strict interlacing,
$$l_0<e_0<l_1<e_1<\dots<l_{n-1}<e_{n-1}.$$
For a real vector $v$, the matrix $H=\mathrm{diag}(l)+vv^T$ has the levels $e_i$ if and only if, for every $i$,
$$v_i^2=(e_i-l_i)\prod_{j\ne i}\frac{l_i-e_j}{l_i-l_j}.$$
The right-hand sides are positive, so exactly one solution has all components positive. The squares add up to the total level shift, $\sum_i v_i^2=\sum_i(e_i-l_i)$.

For $l=(0,2)$ and $e=(1,3)$ the formula gives $v_0^2=3/2$ and $v_1^2=1/2$, with sum 2.

## Separable pseudopotentials and divide-and-conquer eigensolvers

In a pseudopotential calculation with one repulsive projector $\beta$ and coupling $D>0$, the bare levels are those of the local Hamiltonian with eigenstates $\phi_i$, and $v_i=\sqrt D\,\langle\phi_i|\beta\rangle$ for real orbitals. In a finite orthonormal basis, the result says that such a term can put a level at any energy between two neighbouring bare levels, including one where a spurious "ghost" level would do harm.

The formula is also a step in LAPACK's divide-and-conquer solver for real symmetric tridiagonal matrices. Each merge of two subproblems leads, after deflation, to a diagonal matrix plus a rank-one term. The solver finds approximate roots $e_k$ of the secular equation, recomputes the rank-one vector from $l$ and $e$ by the product formula, and keeps the signs of the original components. It then forms eigenvectors with components proportional to $v_i/(e_k-l_i)$ and normalises them. The recomputed vector belongs to the computed roots, and the solver keeps the differences $e_k-l_i$ to high relative accuracy. Together these make the eigenvectors orthogonal to working precision.

## From the secular equation to the strengths

**Secular equation.** Let $E$ differ from every $l_i$. The equation $Hu=Eu$ reads
$$(E-l_i)u_i=v_i s,\qquad s=\sum_j v_ju_j.$$
If $s=0$, then $u=0$, so an eigenvector has $s\ne0$. Inserting $u_i=v_is/(E-l_i)$ into the definition of $s$ and dividing by $s$ gives
$$\sum_i\frac{v_i^2}{E-l_i}=1.$$
Conversely, if this holds, $u_i=v_i/(E-l_i)$ has $s=1$. It is therefore nonzero and solves the eigenvalue equation. Its normalised form is $u_i/\sqrt{\sum_j v_j^2/(E-l_j)^2}$.

**Linear system for the squares.** Write $w_i$ for the unknown $v_i^2$, and set
$$P_f(X)=\prod_j(X-f_j),\qquad N(X)=\sum_i w_i\prod_{j\ne i}(X-l_j).$$
Interlacing makes the $l_i$ distinct, the $e_i$ distinct, and no $e_k$ equal to any $l_i$. At a target,
$$N(e_k)=P_l(e_k)\sum_i\frac{w_i}{e_k-l_i},\qquad P_l(e_k)\neq0.$$
All secular equations hold exactly when $N(e_k)=P_l(e_k)$ for every $k$. Since $P_e(e_k)=0$, this says that $N$ and $P_l-P_e$ agree at the $n$ targets. Both have degree below $n$, so they are equal. Equality is in turn equivalent to agreement at the $n$ bare levels:
$$w_i\prod_{j\ne i}(l_i-l_j)=-P_e(l_i)=(e_i-l_i)\prod_{j\ne i}(l_i-e_j).$$
Division gives the product formula.

**Signs.** The factor $e_i-l_i$ is positive. For $j<i$, both $l_i-e_j$ and $l_i-l_j$ are positive; for $j>i$, both are negative. Every $w_i$ is therefore positive and has a real square root.

**Whole spectrum.** If $v_i^2=w_i$, the characteristic polynomial of $H$ vanishes at all $n$ targets. It is monic of degree $n$, as is $P_e$, so their difference has degree below $n$ and $n$ distinct zeros, and must vanish. Conversely, if the two polynomials are equal, each target satisfies the secular equation, which fixes the squares.

**Total strength.** The trace of $H$ is $\sum_i l_i+\sum_i v_i^2$, and it equals the sum of the levels, $\sum_i e_i$.

## Lean source for the inverse problem

```lean
import Mathlib

open Matrix Polynomial

namespace InverseGhost

noncomputable section

variable {n : ℕ} {l e : Fin n → ℝ}

/-- Strict interlacing `l₁ < e₁ < l₂ < e₂ < ... < lₙ < eₙ` of bare levels `l` and
target levels `e`. -/
structure Interlaced (l e : Fin n → ℝ) : Prop where
  below : ∀ i, l i < e i
  above : ∀ i j, i < j → e i < l j

/-- The Hamiltonian with bare levels `l` and the repulsive separable term `v vᵀ`. -/
def hamiltonian (l v : Fin n → ℝ) : Matrix (Fin n) (Fin n) ℝ :=
  diagonal l + vecMulVec v v

/-- The monic polynomial `∏ (X - eᵢ)` whose roots are the levels `e`. -/
def levelPoly (e : Fin n → ℝ) : ℝ[X] := ∏ i, (X - C (e i))

/-- The product formula for the squared projector component on bare state `i`, in terms of
bare levels `l` and target levels `e`; its domain is pairwise distinct bare levels. -/
def strength (l e : Fin n → ℝ) (i : Fin n) : ℝ :=
  (e i - l i) * ∏ j ∈ Finset.univ.erase i, (l i - e j) / (l i - l j)

/-- The numerator of the sum of poles `∑ wᵢ / (X - lᵢ)` over the common denominator
`∏ (X - lᵢ)`. -/
def numerator (l w : Fin n → ℝ) : ℝ[X] :=
  ∑ i, w i • ∏ j ∈ Finset.univ.erase i, (X - C (l j))

/-- Interlaced bare levels are strictly increasing. -/
theorem Interlaced.bare_strictMono (h : Interlaced l e) : StrictMono l :=
  fun i j hij => (h.below i).trans (h.above i j hij)

/-- For interlaced levels, every strength is positive. -/
theorem strength_pos (h : Interlaced l e) (i : Fin n) : 0 < strength l e i := by
  refine mul_pos (sub_pos.2 (h.below i)) (Finset.prod_pos fun j hj => ?_)
  rcases lt_or_gt_of_ne (Finset.ne_of_mem_erase hj) with hji | hij
  · exact div_pos (sub_pos.2 (h.above j i hji)) (sub_pos.2 (h.bare_strictMono hji))
  · have h1 : l i < l j := h.bare_strictMono hij
    exact div_pos_of_neg_of_neg (sub_neg.2 (h1.trans (h.below j))) (sub_neg.2 h1)

/-- Secular equation: an energy `E` different from all bare levels is a level of the full
Hamiltonian exactly when `∑ vᵢ² / (E - lᵢ) = 1`. -/
theorem secular_equation (v : Fin n → ℝ) {E : ℝ} (hE : ∀ i, E ≠ l i) :
    (hamiltonian l v).charpoly.eval E = 0 ↔ ∑ i, v i ^ 2 / (E - l i) = 1 := by
  have key : ∀ (u : Fin n → ℝ) (i : Fin n),
      ((Matrix.scalar (Fin n) E - hamiltonian l v) *ᵥ u) i
        = (E - l i) * u i - v i * ∑ j, v j * u j := by
    intro u i
    have h3 : (vecMulVec v v *ᵥ u) i = v i * ∑ j, v j * u j := by
      simp only [Matrix.mulVec, dotProduct, Matrix.vecMulVec_apply, Finset.mul_sum, mul_assoc]
    simp only [hamiltonian, Matrix.scalar_apply, Matrix.sub_mulVec, Matrix.add_mulVec,
      Pi.sub_apply, Pi.add_apply, Matrix.mulVec_diagonal, h3]
    ring
  have hd : ∀ i, E - l i ≠ 0 := fun i => sub_ne_zero.2 (hE i)
  rw [Matrix.eval_charpoly, ← Matrix.exists_mulVec_eq_zero_iff]
  constructor
  · rintro ⟨u, hu, h⟩
    obtain ⟨s, hs⟩ : ∃ s, s = ∑ j, v j * u j := ⟨_, rfl⟩
    have hi : ∀ i, u i = v i * s / (E - l i) := by
      intro i
      have h1 := congrFun h i
      rw [key, ← hs, Pi.zero_apply] at h1
      rw [eq_div_iff (hd i)]
      linarith
    -- an eigenvector must overlap with the projector
    have hs0 : s ≠ 0 := by
      intro h0
      apply hu
      funext i
      rw [hi i, h0, mul_zero, zero_div, Pi.zero_apply]
    apply mul_right_cancel₀ hs0
    rw [one_mul, Finset.sum_mul]
    conv_rhs => rw [hs]
    refine Finset.sum_congr rfl fun i _ => ?_
    rw [hi i]
    ring
  · intro h
    have hsum : ∑ j, v j * (v j / (E - l j)) = 1 := by
      rw [← h]
      exact Finset.sum_congr rfl fun i _ => by ring
    -- the eigenvector is the projector divided by the energy denominators
    refine ⟨fun i => v i / (E - l i), ?_, ?_⟩
    · intro h0
      have hz : ∑ j, v j * (v j / (E - l j)) = 0 := Finset.sum_eq_zero fun j _ => by
        have hj : v j / (E - l j) = 0 := congrFun h0 j
        rw [hj, mul_zero]
      linarith
    · funext i
      refine (key _ i).trans ?_
      change (E - l i) * (v i / (E - l i)) - v i * ∑ j, v j * (v j / (E - l j)) = 0
      rw [hsum, mul_one, mul_div_assoc', mul_div_cancel_left₀ _ (hd i), sub_self]

/-- A monic polynomial of degree `n` differs from `∏ (X - eᵢ)` by a polynomial of degree
below `n`. -/
theorem degree_sub_levelPoly {p : ℝ[X]} (hp : p.Monic) (hn : p.degree = n)
    (e : Fin n → ℝ) : (p - levelPoly e).degree < n := by
  have hd : (levelPoly e).degree = n := by
    rw [levelPoly, degree_prod]
    simp only [degree_X_sub_C, Finset.sum_const, Finset.card_univ, Fintype.card_fin, nsmul_one]
  have hm : (levelPoly e).Monic := monic_prod_of_monic _ _ fun i _ => monic_X_sub_C (e i)
  have h := Polynomial.degree_sub_lt_left (hn.trans hd.symm) hp.ne_zero
    (hp.leadingCoeff.trans hm.leadingCoeff.symm)
  rwa [hn] at h

/-- The numerator of a sum of `n` simple poles has degree below `n`. -/
theorem numerator_degree (l w : Fin n → ℝ) : (numerator l w).degree < n := by
  rw [← mem_degreeLT]
  refine Submodule.sum_mem _ fun i _ => Submodule.smul_mem _ _ ?_
  rw [mem_degreeLT, degree_prod]
  simp only [degree_X_sub_C, Finset.sum_const, Finset.card_erase_of_mem (Finset.mem_univ i),
    Finset.card_univ, Fintype.card_fin, nsmul_one]
  exact_mod_cast Nat.sub_lt i.pos one_pos

/-- For interlaced levels, weights `w` solve the secular equations at all target levels
exactly when they are the strengths given by the product formula. -/
theorem secular_iff_strength (h : Interlaced l e) (w : Fin n → ℝ) :
    (∀ k, ∑ i, w i / (e k - l i) = 1) ↔ ∀ i, w i = strength l e i := by
  have hl := h.bare_strictMono
  have he : StrictMono e := fun i j hij => (h.above i j hij).trans (h.below j)
  have hne : ∀ k i, e k - l i ≠ 0 := by
    intro k i
    rcases lt_or_ge k i with hk | hk
    · exact (sub_neg.2 (h.above k i hk)).ne
    · exact (sub_pos.2 ((hl.monotone hk).trans_lt (h.below k))).ne'
  have hD : ∀ i, ∏ j ∈ Finset.univ.erase i, (l i - l j) ≠ 0 := fun i =>
    Finset.prod_ne_zero_iff.2 fun j hj =>
      sub_ne_zero.2 fun hij => Finset.ne_of_mem_erase hj (hl.injective hij).symm
  have hev : ∀ (f : Fin n → ℝ) (z : ℝ), (levelPoly f).eval z = ∏ j, (z - f j) := by
    intro f z
    simp only [levelPoly, eval_prod, eval_sub, eval_X, eval_C]
  have hzero : ∀ (f : Fin n → ℝ) (k : Fin n), (levelPoly f).eval (f k) = 0 := fun f k =>
    (hev f (f k)).trans (Finset.prod_eq_zero (Finset.mem_univ k) (sub_self _))
  have hnl : ∀ i, (numerator l w).eval (l i)
      = w i * ∏ j ∈ Finset.univ.erase i, (l i - l j) := by
    intro i
    simp only [numerator, Polynomial.eval_finsetSum, eval_smul, smul_eq_mul, eval_prod, eval_sub,
      eval_X, eval_C]
    refine Finset.sum_eq_single i (fun b _ hb => ?_) fun hi => absurd (Finset.mem_univ i) hi
    exact mul_eq_zero_of_right _
      (Finset.prod_eq_zero (Finset.mem_erase.2 ⟨hb.symm, Finset.mem_univ i⟩) (sub_self _))
  have hnk : ∀ k, (numerator l w).eval (e k)
      = (levelPoly l).eval (e k) * ∑ i, w i / (e k - l i) := by
    intro k
    rw [hev, Finset.mul_sum]
    simp only [numerator, Polynomial.eval_finsetSum, eval_smul, smul_eq_mul, eval_prod, eval_sub,
      eval_X, eval_C]
    refine Finset.sum_congr rfl fun i _ => ?_
    have hp : (e k - l i) * ∏ j ∈ Finset.univ.erase i, (e k - l j) = ∏ j, (e k - l j) :=
      Finset.mul_prod_erase Finset.univ (fun j => e k - l j) (Finset.mem_univ i)
    have hc : w i / (e k - l i) * (e k - l i) = w i := div_mul_cancel₀ _ (hne k i)
    rw [← hp]
    linear_combination (-(∏ j ∈ Finset.univ.erase i, (e k - l j))) * hc
  have hst : ∀ i, -(levelPoly e).eval (l i)
      = strength l e i * ∏ j ∈ Finset.univ.erase i, (l i - l j) := by
    intro i
    have hp : (l i - e i) * ∏ j ∈ Finset.univ.erase i, (l i - e j) = ∏ j, (l i - e j) :=
      Finset.mul_prod_erase Finset.univ (fun j => l i - e j) (Finset.mem_univ i)
    rw [hev, ← hp, strength, Finset.prod_div_distrib, mul_assoc, div_mul_cancel₀ _ (hD i)]
    ring
  have hdeg : (levelPoly l - levelPoly e).degree < (Finset.univ : Finset (Fin n)).card := by
    rw [Finset.card_univ, Fintype.card_fin]
    refine degree_sub_levelPoly (monic_prod_of_monic _ _ fun i _ => monic_X_sub_C (l i)) ?_ e
    rw [degree_prod]
    simp only [degree_X_sub_C, Finset.sum_const, Finset.card_univ, Fintype.card_fin, nsmul_one]
  have hdn : (numerator l w).degree < (Finset.univ : Finset (Fin n)).card := by
    rw [Finset.card_univ, Fintype.card_fin]
    exact numerator_degree l w
  constructor
  · intro hs i
    -- agreement at the targets fixes the polynomial, hence its values at the bare levels
    have hpoly : levelPoly l - levelPoly e = numerator l w :=
      eq_of_degrees_lt_of_eval_index_eq (v := e) Finset.univ he.injective.injOn hdeg hdn
        fun k _ => by rw [eval_sub, hzero, hnk, hs, mul_one, sub_zero]
    have h1 := congrArg (eval (l i)) hpoly
    rw [eval_sub, hzero, zero_sub, hst, hnl] at h1
    exact (mul_right_cancel₀ (hD i) h1).symm
  · intro hw k
    -- conversely, agreement at the bare levels gives the secular equations
    have hpoly : levelPoly l - levelPoly e = numerator l w :=
      eq_of_degrees_lt_of_eval_index_eq (v := l) Finset.univ hl.injective.injOn hdeg hdn
        fun i _ => by rw [eval_sub, hzero, zero_sub, hst, hnl, hw]
    have h1 := congrArg (eval (e k)) hpoly
    rw [eval_sub, hzero, sub_zero, hnk] at h1
    have h0 : (levelPoly l).eval (e k) ≠ 0 := by
      rw [hev]
      exact Finset.prod_ne_zero_iff.2 fun i _ => hne k i
    exact mul_left_cancel₀ h0 (by rw [← h1, mul_one])

/-- For interlaced levels, the separable term `v vᵀ` moves the spectrum from `l` to `e`
exactly when each `vᵢ²` equals the strength given by the product formula. -/
theorem charpoly_eq_iff (h : Interlaced l e) (v : Fin n → ℝ) :
    (hamiltonian l v).charpoly = levelPoly e ↔ ∀ i, v i ^ 2 = strength l e i := by
  have he : StrictMono e := fun i j hij => (h.above i j hij).trans (h.below j)
  have hne : ∀ k i, e k ≠ l i := by
    intro k i
    rcases lt_or_ge k i with hk | hk
    · exact (h.above k i hk).ne
    · exact ((h.bare_strictMono.monotone hk).trans_lt (h.below k)).ne'
  have hzero : ∀ k, (levelPoly e).eval (e k) = 0 := by
    intro k
    rw [levelPoly, eval_prod]
    exact Finset.prod_eq_zero (Finset.mem_univ k) (by simp)
  refine Iff.trans ?_ (secular_iff_strength h fun i => v i ^ 2)
  constructor
  · intro hc k
    exact (secular_equation v (hne k)).1 (by rw [hc, hzero])
  · intro hs
    -- two monic polynomials of degree n with n common roots coincide
    refine eq_of_degree_sub_lt_of_eval_index_eq (v := e) Finset.univ he.injective.injOn ?_
      fun k _ => by rw [hzero, (secular_equation v (hne k)).2 (hs k)]
    rw [Finset.card_univ, Fintype.card_fin]
    refine degree_sub_levelPoly (Matrix.charpoly_monic _) ?_ e
    rw [Matrix.charpoly_degree_eq_dim, Fintype.card_fin]

/-- Inverse ghost problem: for interlaced levels there is exactly one projector `v` with
positive components for which `diag(l) + v vᵀ` has characteristic polynomial `∏ (X - eᵢ)`. -/
theorem existsUnique_projector (h : Interlaced l e) :
    ∃! v : Fin n → ℝ, (∀ i, 0 < v i) ∧
      (hamiltonian l v).charpoly = ∏ i, (X - C (e i)) := by
  refine ⟨fun i => √(strength l e i), ⟨fun i => Real.sqrt_pos.2 (strength_pos h i), ?_⟩, ?_⟩
  · exact (charpoly_eq_iff h _).2 fun i => Real.sq_sqrt (strength_pos h i).le
  · rintro v ⟨hv, hc⟩
    funext i
    rw [← (charpoly_eq_iff h v).1 hc i, Real.sqrt_sq (hv i).le]

/-- If the separable term `v vᵀ` moves the spectrum from `l` to `e`, its total strength
`∑ vᵢ²` equals the total level shift. -/
theorem total_strength (v : Fin n → ℝ) (hc : (hamiltonian l v).charpoly = levelPoly e) :
    ∑ i, v i ^ 2 = ∑ i, (e i - l i) := by
  rcases n with _ | n
  · simp
  · have ht := Matrix.trace_eq_neg_charpoly_coeff (hamiltonian l v)
    have hp := prod_X_sub_C_coeff_card_pred Finset.univ e (by simp)
    rw [Finset.card_univ] at hp
    rw [hc, levelPoly, hp, neg_neg] at ht
    have htr : (hamiltonian l v).trace = ∑ i, l i + ∑ i, v i ^ 2 := by
      simp only [hamiltonian, Matrix.trace, Matrix.diag_apply, Matrix.add_apply,
        Matrix.diagonal_apply_eq, Matrix.vecMulVec_apply, Finset.sum_add_distrib, sq]
    rw [Finset.sum_sub_distrib]
    linarith

end

end InverseGhost
```

```lean
#print axioms InverseGhost.Interlaced.bare_strictMono
#print axioms InverseGhost.existsUnique_projector
#print axioms InverseGhost.total_strength
```

```
'InverseGhost.Interlaced.bare_strictMono' depends on axioms: [propext, Classical.choice, Quot.sound]
'InverseGhost.existsUnique_projector' depends on axioms: [propext, Classical.choice, Quot.sound]
'InverseGhost.total_strength' depends on axioms: [propext, Classical.choice, Quot.sound]
```

## An exact component vector, but not a localised projector

`Interlaced l e` holds the two families of inequalities, `hamiltonian l v` is $H$, and `levelPoly e` is $P_e$. In `vecMulVec v v`, the entry $(i,j)$ is $v_iv_j$, so the coupling is absorbed into $v$. The name `strength` means the squared component $v_i^2$, not the coupling $D$.

The main theorem, `existsUnique_projector`, states that for interlaced levels there is exactly one $v$ with positive components and the required characteristic polynomial. `charpoly_eq_iff` describes all real solutions, which differ only in the signs of their components. `secular_equation` needs only that $E$ avoids the bare levels, and `total_strength` needs only the equality of polynomials, not interlacing.

In the proof of `secular_equation`, `key` computes the components of $(E-H)u$, and `Matrix.exists_mulVec_eq_zero_iff` turns a zero determinant into an eigenvector. `degree_sub_levelPoly` and `numerator_degree` supply the degree bounds. In `secular_iff_strength`, `hnk` and `hnl` evaluate $N$ at the targets and at the bare levels, `hst` evaluates $-P_e(l_i)$, and `eq_of_degrees_lt_of_eval_index_eq` identifies the polynomials. `strength_pos` is the sign argument; `existsUnique_projector` then takes square roots. `total_strength` reads the trace from a coefficient of the characteristic polynomial and treats $n=0$ separately, where both sums are empty.

The step left to a real pseudopotential is to find a short-ranged function $\beta(r)$ for which $\sqrt D\,\langle\phi_i|\beta\rangle$ equals the computed $v_i$ for every $i$. The model also has a finite basis, a single projector and a unit overlap matrix, whereas ultrasoft schemes have a generalised eigenvalue problem. The theorems concern real numbers and give no bound on rounding errors. They show that strict interlacing suffices; the familiar converse, that a repulsive rank-one term always yields at least weakly interlacing levels, is background and is not proved here.
